# On a one-dimensional periodic grid, componentwise relative error ε changes the second-difference kinetic term by at most (2ε/h²)‖x‖

A grid function $x$ assigns a real number $x_i$ to each site $i$ of a periodic one-dimensional grid with $N$ points and spacing $h>0$; its norm is $\|x\|=\big(\sum_i x_i^2\big)^{1/2}$, and, in units with $\hbar=m=1$, the free-particle Hamiltonian is $(Hx)_i=-\dfrac{x_{i+1}-2x_i+x_{i-1}}{2h^2}$. A second grid function $y$ approximates $x$ with componentwise relative error at most $\varepsilon\ge 0$ when $|y_i-x_i|\le\varepsilon|x_i|$ at every site.

```lean
import Mathlib

open Finset

namespace GridRoundoff

noncomputable section

/-- The second difference `x (i+1) - 2 x i + x (i-1)` on a periodic grid of `N` points. -/
def secondDiff {N : ℕ} (x : ZMod N → ℝ) : ZMod N → ℝ :=
  fun i => x (i + 1) - 2 * x i + x (i - 1)

/-- The kinetic-energy Hamiltonian, minus half the second-difference Laplacian,
on a periodic grid of spacing `h ≠ 0`. -/
def hamiltonian {N : ℕ} (h : ℝ) (x : ZMod N → ℝ) : ZMod N → ℝ :=
  fun i => -(1 / 2) * (secondDiff x i / h ^ 2)

/-- The Euclidean norm of a grid function. -/
def gridNorm {N : ℕ} [NeZero N] (x : ZMod N → ℝ) : ℝ :=
  √(∑ i, x i ^ 2)

/-- The Hamiltonian annihilates constant grid functions. -/
theorem hamiltonian_const {N : ℕ} (h c : ℝ) :
    hamiltonian h (fun _ : ZMod N => c) = 0 := by
  funext i
  simp only [hamiltonian, secondDiff, Pi.zero_apply]
  ring

/-- The Hamiltonian acts on the error `y - x` as the difference of its actions. -/
theorem hamiltonian_sub {N : ℕ} (h : ℝ) (x y : ZMod N → ℝ) :
    hamiltonian h y - hamiltonian h x = hamiltonian h (y - x) := by
  funext i
  simp only [hamiltonian, secondDiff, Pi.sub_apply]
  ring

variable {N : ℕ} [NeZero N]

/-- The norm of `H x` is the norm of the second difference divided by `2 h ^ 2`. -/
theorem gridNorm_hamiltonian (h : ℝ) (x : ZMod N → ℝ) :
    gridNorm (hamiltonian h x) = gridNorm (secondDiff x) / (2 * h ^ 2) := by
  have hs : ∑ i, hamiltonian h x i ^ 2
      = (1 / (2 * h ^ 2)) ^ 2 * ∑ i, secondDiff x i ^ 2 := by
    rw [Finset.mul_sum]
    refine Finset.sum_congr rfl fun i _ => ?_
    unfold hamiltonian
    ring
  unfold gridNorm
  rw [hs, Real.sqrt_mul (sq_nonneg _), Real.sqrt_sq (by positivity)]
  ring

/-- The gap between `16 ‖e‖²` and the squared norm of the second difference of `e`
is a sum of squares. -/
theorem secondDiff_sum_sq (e : ZMod N → ℝ) :
    ∑ i, secondDiff e i ^ 2 + ∑ i, (2 * (e (i + 1) + e i) ^ 2
      + 2 * (e i + e (i - 1)) ^ 2 + (e (i + 1) - e (i - 1)) ^ 2)
      = 16 * ∑ i, e i ^ 2 := by
  -- sums over the ring do not change under a shift by one site
  have h1 : ∑ i, e (i + 1) ^ 2 = ∑ i, e i ^ 2 :=
    Equiv.sum_comp (Equiv.addRight (1 : ZMod N)) (fun i => e i ^ 2)
  have h2 : ∑ i, e (i - 1) ^ 2 = ∑ i, e i ^ 2 :=
    (Equiv.subRight (1 : ZMod N)).sum_comp (fun i => e i ^ 2)
  rw [← Finset.sum_add_distrib]
  calc _ = ∑ i, (4 * e (i + 1) ^ 2 + 8 * e i ^ 2 + 4 * e (i - 1) ^ 2) := by
        refine Finset.sum_congr rfl fun i _ => ?_
        unfold secondDiff
        ring
    _ = 4 * ∑ i, e (i + 1) ^ 2 + 8 * ∑ i, e i ^ 2 + 4 * ∑ i, e (i - 1) ^ 2 := by
        simp only [Finset.sum_add_distrib, Finset.mul_sum]
    _ = 16 * ∑ i, e i ^ 2 := by
        rw [h1, h2]
        ring

/-- The second difference amplifies the norm at most fourfold, and exactly fourfold
if and only if neighbouring values are opposite. -/
theorem secondDiff_bound (e : ZMod N → ℝ) :
    gridNorm (secondDiff e) ≤ 4 * gridNorm e ∧
      (gridNorm (secondDiff e) = 4 * gridNorm e ↔ ∀ i, e (i + 1) = -e i) := by
  have hI := secondDiff_sum_sq e
  have ha : gridNorm (secondDiff e) ^ 2 = ∑ i, secondDiff e i ^ 2 :=
    Real.sq_sqrt (Finset.sum_nonneg fun i _ => sq_nonneg _)
  have hb : gridNorm e ^ 2 = ∑ i, e i ^ 2 :=
    Real.sq_sqrt (Finset.sum_nonneg fun i _ => sq_nonneg _)
  have ha0 : 0 ≤ gridNorm (secondDiff e) := Real.sqrt_nonneg _
  have hb0 : 0 ≤ gridNorm e := Real.sqrt_nonneg _
  rw [← ha, ← hb] at hI
  have hpos : ∀ i ∈ (Finset.univ : Finset (ZMod N)), 0 ≤ 2 * (e (i + 1) + e i) ^ 2
      + 2 * (e i + e (i - 1)) ^ 2 + (e (i + 1) - e (i - 1)) ^ 2 :=
    fun i _ => by positivity
  have hD := Finset.sum_nonneg hpos
  have hle : gridNorm (secondDiff e) ≤ 4 * gridNorm e := by nlinarith
  refine ⟨hle, fun hq => ?_, fun hq => ?_⟩
  · -- equality forces every square in the gap to vanish
    rw [hq] at hI
    have hz := (Finset.sum_eq_zero_iff_of_nonneg hpos).1 (by linarith)
    intro i
    have hi := hz i (Finset.mem_univ i)
    have hs : (e (i + 1) + e i) ^ 2 = 0 := by
      nlinarith [sq_nonneg (e (i + 1) + e i), sq_nonneg (e i + e (i - 1)),
        sq_nonneg (e (i + 1) - e (i - 1))]
    have := pow_eq_zero_iff (two_ne_zero) |>.1 hs
    linarith
  · have hz := Finset.sum_eq_zero (s := (Finset.univ : Finset (ZMod N)))
      (f := fun i => 2 * (e (i + 1) + e i) ^ 2
        + 2 * (e i + e (i - 1)) ^ 2 + (e (i + 1) - e (i - 1)) ^ 2) (fun i _ => by
        have h1 := hq i
        have h2 := hq (i - 1)
        rw [sub_add_cancel] at h2
        simp only [h1, h2]
        ring)
    rw [hz] at hI
    exact le_antisymm hle (by nlinarith)

/-- Errors of relative size at most `eps ≥ 0` in each component have norm at most
`eps ‖x‖`, with equality if and only if every component has the full error. -/
theorem gridNorm_error {eps : ℝ} (heps : 0 ≤ eps) {e x : ZMod N → ℝ}
    (he : ∀ i, |e i| ≤ eps * |x i|) :
    gridNorm e ≤ eps * gridNorm x ∧
      (gridNorm e = eps * gridNorm x ↔ ∀ i, |e i| = eps * |x i|) := by
  have hX : eps * gridNorm x = √(∑ i, (eps * |x i|) ^ 2) := by
    unfold gridNorm
    simp_rw [mul_pow, sq_abs, ← Finset.mul_sum]
    rw [Real.sqrt_mul (sq_nonneg _), Real.sqrt_sq heps]
  have hE : gridNorm e = √(∑ i, |e i| ^ 2) := by simp only [gridNorm, sq_abs]
  have hle : ∀ i ∈ (Finset.univ : Finset (ZMod N)), |e i| ^ 2 ≤ (eps * |x i|) ^ 2 :=
    fun i _ => pow_le_pow_left₀ (abs_nonneg _) (he i) 2
  rw [hX, hE]
  refine ⟨Real.sqrt_le_sqrt (Finset.sum_le_sum hle), ?_⟩
  rw [Real.sqrt_inj (by positivity) (by positivity), Finset.sum_eq_sum_iff_of_le hle]
  refine ⟨fun hq i => ?_, fun hq i _ => by rw [hq i]⟩
  exact (sq_eq_sq₀ (abs_nonneg _) (by positivity)).1 (hq i (Finset.mem_univ i))

/-- For spacing `h > 0`, rounding `x` to `y` with componentwise relative error at most `eps ≥ 0`
changes `H x` by at most `(2 eps / h²) ‖x‖` in norm. Equality holds if and only if every error has
full size and neighbouring errors are opposite. -/
theorem rounding_error {h eps : ℝ} (hh : 0 < h) (heps : 0 ≤ eps) {x y : ZMod N → ℝ}
    (hy : ∀ i, |y i - x i| ≤ eps * |x i|) :
    gridNorm (hamiltonian h y - hamiltonian h x) ≤ 2 * eps / h ^ 2 * gridNorm x ∧
      (gridNorm (hamiltonian h y - hamiltonian h x) = 2 * eps / h ^ 2 * gridNorm x ↔
        ∀ i, |y i - x i| = eps * |x i| ∧ y (i + 1) - x (i + 1) = -(y i - x i)) := by
  obtain ⟨hA1, hA2⟩ := secondDiff_bound (y - x)
  obtain ⟨hE1, hE2⟩ := gridNorm_error (e := y - x) heps hy
  have hp : 0 < 2 * h ^ 2 := by positivity
  have hR : 2 * eps / h ^ 2 * gridNorm x = 4 * (eps * gridNorm x) / (2 * h ^ 2) := by
    ring
  rw [hamiltonian_sub, gridNorm_hamiltonian, hR]
  constructor
  · exact div_le_div_of_nonneg_right (by linarith) hp.le
  · rw [div_left_inj' hp.ne']
    constructor
    · -- both estimates in the chain must be saturated
      intro hq
      exact fun i => ⟨hE2.1 (by linarith) i, hA2.1 (by linarith) i⟩
    · intro hq
      have a := hA2.2 (fun i => (hq i).2)
      have b := hE2.2 (fun i => (hq i).1)
      linarith

/-- Let `h > 0`, and let `x` be the constant vector with value `c`. If `y` approximates `x` with
componentwise relative error at most `eps ≥ 0`, then `‖H y‖ ≤ (2 eps / h²) ‖x‖`. Equality holds if
and only if every error has full size and neighbouring errors are opposite. -/
theorem rounded_constant {h eps c : ℝ} (hh : 0 < h) (heps : 0 ≤ eps) {y : ZMod N → ℝ}
    (hy : ∀ i, |y i - c| ≤ eps * |c|) :
    gridNorm (hamiltonian h y) ≤ 2 * eps / h ^ 2 * gridNorm (fun _ : ZMod N => c) ∧
      (gridNorm (hamiltonian h y) = 2 * eps / h ^ 2 * gridNorm (fun _ : ZMod N => c) ↔
        ∀ i, |y i - c| = eps * |c| ∧ y (i + 1) - c = -(y i - c)) := by
  have hm := rounding_error (x := fun _ : ZMod N => c) hh heps hy
  rw [hamiltonian_const, sub_zero] at hm
  exact hm

/-- On a grid with an even number of points and spacing `h > 0`, the vector
`y i = (1 + eps (-1)^i) c` with `eps ≥ 0` satisfies `h² ‖H y‖ = 2 eps ‖x‖`, where `x` is the
constant vector with value `c`. -/
theorem alternating_attains (hN : Even N) {h eps : ℝ} (hh : 0 < h) (heps : 0 ≤ eps)
    (c : ℝ) :
    h ^ 2 * gridNorm (hamiltonian h (fun i : ZMod N => (1 + eps * (-1) ^ i.val) * c))
      = 2 * eps * gridNorm (fun _ : ZMod N => c) := by
  -- the alternating sign closes up consistently around an even ring
  have hsign : ∀ i : ZMod N, (-1 : ℝ) ^ (i + 1).val = -(-1) ^ i.val := by
    intro i
    have hmod : ∀ m : ℕ, (-1 : ℝ) ^ (m % N) = (-1) ^ m := by
      intro m
      conv_rhs => rw [← Nat.div_add_mod m N, pow_add, pow_mul, hN.neg_one_pow,
        one_pow, one_mul]
    rw [ZMod.val_add, ZMod.val_one_eq_one_mod, Nat.add_mod_mod, hmod, pow_succ]
    ring
  have habs : ∀ i : ZMod N, |(1 + eps * (-1) ^ i.val) * c - c| = eps * |c| := by
    intro i
    rw [show (1 + eps * (-1) ^ i.val) * c - c = eps * (-1) ^ i.val * c by ring,
      abs_mul, abs_mul, abs_pow, abs_neg, abs_one, one_pow, abs_of_nonneg heps, mul_one]
  have hm := (rounded_constant hh heps (fun i => (habs i).le)).2.2
    (fun i => ⟨habs i, by rw [hsign i]; ring⟩)
  rw [hm]
  have hne : h ≠ 0 := hh.ne'
  field_simp

end

end GridRoundoff
```

```lean
#print axioms GridRoundoff.gridNorm_error
#print axioms GridRoundoff.alternating_attains
```

```
'GridRoundoff.gridNorm_error' depends on axioms: [propext, Classical.choice, Quot.sound]
'GridRoundoff.alternating_attains' depends on axioms: [propext, Classical.choice, Quot.sound]
```

## The bound and its equality case

The general theorem, `rounding_error`, says that under this error condition

$$\|Hy-Hx\|\le\frac{2\varepsilon}{h^2}\,\|x\|.$$

It also says when the two sides are equal: exactly when every component has the full error, $|y_i-x_i|=\varepsilon|x_i|$, and neighbouring errors are opposite, $y_{i+1}-x_{i+1}=-(y_i-x_i)$.

The theorem `rounded_constant` takes $x$ to be a constant vector with value $c$. Then $Hx=0$, and the same bound applies to $\|Hy\|$ itself. Since a constant vector has norm $\sqrt N\,|c|$, the bound reads $2\varepsilon\sqrt N\,|c|/h^2$, or simply $2\varepsilon/h^2$ if the vector is normalised to one.

For even $N$, `alternating_attains` shows that $y_i=(1+\varepsilon(-1)^i)c$ reaches the bound. It is written with the denominator cleared, as $h^2\|Hy\|=2\varepsilon\|x\|$.

In Lean, sites are elements of `ZMod N`, so `i + 1` and `i - 1` wrap around the ring and the boundary conditions need no separate treatment. The assumption `NeZero N` excludes $N=0$, and the general bound holds for every other $N$. For $N=2$ the two neighbours of a site coincide, and for $N=1$ a site is its own neighbour; the formula for $H$ is then used with those coincidences. In the alternating vector, `i.val` is the representative of the site among $0,\dots,N-1$. The function `gridNorm` carries no factor $\sqrt h$; including one would multiply both sides equally.

## A free particle whose wavefunction is stored inexactly

With $\hbar=m=1$, $H$ is the finite-difference kinetic energy of a free particle on a ring. The constant vector is its ground state, with energy zero. The vector with components $(-1)^i$ is the shortest wave that an even grid can carry, and $H$ multiplies it by $2/h^2$. An error proportional to this vector is therefore multiplied by $2/h^2$, although the state it perturbs has no kinetic energy at all.

For this non-interacting, one-dimensional model, the result limits how much inexact storage of the vector can change the product of $H$ with it. The number $\varepsilon$ stands for the relative accuracy of the stored components, and the error condition is assumed, not derived from a floating-point format. The operator is then applied without further rounding. A potential, complex wavefunctions and higher-order stencils are not covered.

This product enters the residual $r=Hy-\theta y$, where $\theta$ is an eigenvalue estimate; an iterative eigensolver may compare $\|r\|$ with a tolerance to decide when to stop. For the constant state the exact eigenvalue is zero, and with $\theta=0$ the residual is $r=Hy$. Suppose the vector is stored in single precision and the stencil is evaluated in double precision. Rounding to nearest gives $\varepsilon=2^{-24}\approx 6.0\times10^{-8}$ for numbers in the normal range. With $h=0.1$ bohr and a normalised vector, the bound is about $1.2\times10^{-5}$ hartree, and halving the spacing makes it four times larger. This is an upper limit on the contribution of storage errors to the residual; it does not show that a smaller tolerance is out of reach.

The worst case needs errors of alternating sign. Rounding a constant vector to nearest gives the same error at every site, and $H$ annihilates the result. Unequal errors can come from earlier operations on the vector, such as transforms or orthogonalisation. Those errors need not obey the componentwise condition with $\varepsilon=2^{-24}$, so the figure above does not cover them; the theorem applies only with an $\varepsilon$ that bounds the total error at every site.

## Four times the error, by a sum of squares

Write $e=y-x$ for the error and $(\delta^2e)_i=e_{i+1}-2e_i+e_{i-1}$ for its second difference. Since $H$ is linear,

$$Hy-Hx=He=-\frac{\delta^2e}{2h^2},\qquad \|He\|=\frac{\|\delta^2e\|}{2h^2}.$$

It remains to bound $\|\delta^2e\|$. At each site, expanding the squares gives

$$(\delta^2e)_i^2+2(e_{i+1}+e_i)^2+2(e_i+e_{i-1})^2+(e_{i+1}-e_{i-1})^2
=4e_{i+1}^2+8e_i^2+4e_{i-1}^2,$$

because all the cross terms cancel. Now sum over the ring. A shift by one site only relabels the terms, so $\sum_i e_{i+1}^2=\sum_i e_{i-1}^2=\sum_i e_i^2$, and the right-hand side becomes $16\|e\|^2$. The three additional squares on the left are non-negative, hence

$$\|\delta^2e\|\le 4\|e\|.$$

Equality requires all these squares to vanish, which gives $e_{i+1}=-e_i$ at every site. Conversely, if neighbouring values are opposite, then $e_i=-e_{i-1}$ and $e_{i+1}=e_{i-1}$ as well, so every square is zero.

The componentwise condition gives $e_i^2\le\varepsilon^2x_i^2$. Summing and taking the root,

$$\|e\|\le\varepsilon\|x\|,$$

with equality exactly when $|e_i|=\varepsilon|x_i|$ at every site. Together,

$$\|Hy-Hx\|=\frac{\|\delta^2e\|}{2h^2}\le\frac{4\|e\|}{2h^2}\le\frac{2\varepsilon}{h^2}\|x\|.$$

The two ends agree only if both inequalities are equalities, and this is the stated criterion.

For constant $x$ and even $N$, take $e_i=\varepsilon(-1)^ic$. Then $(\delta^2e)_i=-4\varepsilon(-1)^ic$, so $(Hy)_i=2\varepsilon(-1)^ic/h^2$, whose norm is $2\varepsilon\sqrt N\,|c|/h^2$. On an odd ring, following the sign change once around gives $e_i=-e_i$, so the error must vanish; the bound is then strict whenever $\varepsilon>0$ and $x\ne0$. This remark about odd rings is a consequence drawn here by hand from the equality criterion.

## The same argument in Lean

The step $Hy-Hx=H(y-x)$ is `hamiltonian_sub`, and `gridNorm_hamiltonian` takes the factor $1/(2h^2)$ out of the norm. The summed identity is `secondDiff_sum_sq`: `ring` checks the expansion at one site, and `Equiv.sum_comp` supplies the two relabellings.

In `secondDiff_bound`, the norms are squared so that the identity applies, and `nlinarith` recovers the inequality between the norms themselves. For the equality case, `Finset.sum_eq_zero_iff_of_nonneg` turns a vanishing sum of non-negative terms into vanishing terms. The converse uses the sign change at both $i$ and $i-1$, as above.

The lemma `gridNorm_error` writes both norms as roots of sums and compares them term by term. Its equality case comes from `Finset.sum_eq_sum_iff_of_le`: two sums ordered term by term are equal only if all their terms are.

The proof of `rounding_error` applies these two bounds to `y - x`. If the end values are equal, `linarith` deduces that each intermediate inequality is saturated. Setting $x$ constant and using `hamiltonian_const` then gives `rounded_constant`.

For `alternating_attains`, the fact that needs care is the sign change across the seam, where site $N-1$ is followed by site $0$. The step `hsign` handles it by showing that reduction modulo an even $N$ leaves $(-1)^m$ unchanged. The step `habs` confirms that every error has size $\varepsilon|c|$, and the equality criterion of `rounded_constant` finishes the proof.
